# Two phases can each be stable at some chemical potential without sharing one at which both are stable

The model has three phases, with compositions 0, 1 and 2 of a single component and energies 0, −1 and 0, and a phase is stable at chemical potential μ if no other has a lower grand potential E − μx. The theorem says that each outer phase is stable at some μ, but that no μ makes both stable at once. The attempt offers μ = −1 for the first outer phase and μ = 1 for the last, and checks each against all three phases by computation. For the negative part it compares both outer phases with the middle one, which would require μ ≤ −1 and μ ≥ 1 together.

Lean 4 with Mathlib refuses this proof:

```lean
import Mathlib

open Finset

namespace StableWithoutCoexistence

variable {ι : Type*} [Fintype ι] {n : ℕ}

/-- The grand potential `E i - μ · x i` of phase `i` at chemical potential `μ`. -/
def grandPotential (x : ι → Fin n → ℝ) (E : ι → ℝ) (μ : Fin n → ℝ) (i : ι) : ℝ :=
  E i - μ ⬝ᵥ x i

/-- Phase `j` has the least grand potential of all phases at chemical potential `μ`. -/
def IsStableAt (x : ι → Fin n → ℝ) (E : ι → ℝ) (μ : Fin n → ℝ) (j : ι) : Prop :=
  ∀ i, grandPotential x E μ j ≤ grandPotential x E μ i

/-- Phases `j` and `k` both minimize the grand potential at a common chemical potential. -/
def Coexist (x : ι → Fin n → ℝ) (E : ι → ℝ) (j k : ι) : Prop :=
  ∃ μ, IsStableAt x E μ j ∧ IsStableAt x E μ k

/-- For compositions 0, 1, 2 and energies 0, -1, 0, each outer phase is stable at some chemical
potential, but the two outer phases do not coexist. -/
theorem stable_without_coexistence :
    let x : Fin 3 → Fin 1 → ℝ := ![![0], ![1], ![2]]
    let E : Fin 3 → ℝ := ![0, -1, 0]
    (∃ μ, IsStableAt x E μ 0) ∧ (∃ μ, IsStableAt x E μ 2) ∧ ¬ Coexist x E 0 2 := by
  intro x E
  refine ⟨⟨![-1], fun i => ?_⟩, ⟨![1], fun i => ?_⟩, ?_⟩
  · fin_cases i <;> norm_num [x, E, grandPotential, dotProduct]
  · fin_cases i <;> norm_num [x, E, grandPotential, dotProduct]
  · rintro ⟨μ, h0, h2⟩
    have a := h0 1
    have b := h2 1
    simp [x, E, grandPotential, dotProduct] at a b
    linarith

end StableWithoutCoexistence
```

Lean reports:

```
Main.lean:30:2: error: unsolved goals
case refine_2.«0»
x : Fin 3 → Fin 1 → ℝ := ![![0], ![1], ![2]]
E : Fin 3 → ℝ := ![0, -1, 0]
⊢ ![0, -1, 0] 2 ≤ Matrix.vecCons 0 (fun i => Matrix.vecCons 1 (fun i => 2) i) 2

case refine_2.«1»
x : Fin 3 → Fin 1 → ℝ := ![![0], ![1], ![2]]
E : Fin 3 → ℝ := ![0, -1, 0]
⊢ 2 + ![0, -1, 0] 2 ≤ Matrix.vecCons 0 (fun i => Matrix.vecCons 1 (fun i => 2) i) 2

case refine_2.«2»
x : Fin 3 → Fin 1 → ℝ := ![![0], ![1], ![2]]
E : Fin 3 → ℝ := ![0, -1, 0]
⊢ 2 + ![0, -1, 0] 2 ≤ Matrix.vecCons 0 (fun i => Matrix.vecCons 1 (fun i => 2) i) 2
```

Lean accepts the file once it reads:

```diff
@@ -28,5 +28,6 @@
   refine ⟨⟨![-1], fun i => ?_⟩, ⟨![1], fun i => ?_⟩, ?_⟩
   · fin_cases i <;> norm_num [x, E, grandPotential, dotProduct]
-  · fin_cases i <;> norm_num [x, E, grandPotential, dotProduct]
+  · fin_cases i <;> simp [x, E, grandPotential, dotProduct]
+    norm_num
   · rintro ⟨μ, h0, h2⟩
     have a := h0 1
```

Diagnosis. The error is in the second computation, the stability of phase 2 at μ = 1. The three unsolved goals are its three comparisons, and all are true. In each, `norm_num` has worked out the values for the phase supplied by `fin_cases`, but has left the entries at the literal index `2` from the theorem's statement unread, as in `![0, -1, 0] 2`. With these still in place it cannot finish the arithmetic.

Reading a vector entry at such a literal is the job of `Matrix.cons_val`, a simplification procedure (simproc) rather than an ordinary lemma. `simp` runs these procedures by default and `norm_num` does not, so replacing `norm_num` with `simp` gets the entries read. `simp` then proves two of the comparisons and leaves one, a plain numerical inequality, which the added `norm_num` closes.
